# First-order energy change vanishes for all orthonormality-preserving real orbital variations exactly when it comes from a symmetric multiplier matrix

The columns of the real matrix `C` hold the coefficients of finitely many orbitals in a finite basis with symmetric overlap matrix `S`, and `Cᵀ * S * C = 1` says that the orbitals are orthonormal. The linear map `f` gives the first-order energy change for a variation `V` of the coefficients. The lemma states that `f` vanishes on every `V` that keeps the orbitals orthonormal to first order if and only if there is a symmetric `L` with `f V = 2 * trace (L * Cᵀ * S * V)` for all `V`. For the forward direction, the attempt represents `f` on variations `C * A` by a matrix `G`, takes `L` as a quarter of `G + Gᵀ`, and subtracts from a general `V` a part within the span of the orbitals so that an allowed variation remains. The converse follows from the trace identity proved before it, with the overlap derivative set to zero.

Lean 4 with Mathlib refuses this proof:

```lean
import Mathlib

open Matrix Topology

namespace RDMFTGradient

variable {ι κ : Type*} [Fintype ι] [Fintype κ]

/-- With a symmetric multiplier, the orbital-response term equals minus the trace of the
multiplier with the overlap derivative in the orbital basis. -/
theorem response_trace_identity {S S' : Matrix ι ι ℝ} {C C' : Matrix ι κ ℝ}
    {L : Matrix κ κ ℝ} (hS : Sᵀ = S) (hL : Lᵀ = L)
    (h : C'ᵀ * S * C + Cᵀ * S' * C + Cᵀ * S * C' = 0) :
    2 * trace (L * Cᵀ * S * C') = -trace (L * Cᵀ * S' * C) := by
  have t : trace (L * (C'ᵀ * S * C)) = trace (L * (Cᵀ * S * C')) := by
    rw [← trace_transpose (L * (C'ᵀ * S * C))]
    simp only [transpose_mul, transpose_transpose, hS, hL]
    rw [trace_mul_comm _ L]
    simp only [Matrix.mul_assoc]
  have e := congrArg (fun M => trace (L * M)) h
  simp only [Matrix.mul_add, trace_add, Matrix.mul_zero, trace_zero] at e
  rw [t] at e
  simp only [Matrix.mul_assoc] at e ⊢
  linarith

/-- A linear energy variation vanishes for all orthonormality-preserving orbital variations
exactly when it is given by a symmetric matrix of Lagrange multipliers. -/
theorem stationary_iff_symmetric_multiplier [DecidableEq κ] {S : Matrix ι ι ℝ}
    {C : Matrix ι κ ℝ} (hS : Sᵀ = S) (hC : Cᵀ * S * C = 1) (f : Matrix ι κ ℝ →ₗ[ℝ] ℝ) :
    (∀ V, Vᵀ * S * C + Cᵀ * S * V = 0 → f V = 0) ↔
      ∃ L : Matrix κ κ ℝ, Lᵀ = L ∧ ∀ V, f V = 2 * trace (L * Cᵀ * S * V) := by
  constructor
  · intro hf
    -- G represents the variation within the span of the orbitals
    let G : Matrix κ κ ℝ := Matrix.of fun j i => f (C * Matrix.single i j 1)
    have hG : ∀ A : Matrix κ κ ℝ, f (C * A) = trace (G * A) := by
      intro A
      have hA : A = ∑ i, ∑ j, A i j • Matrix.single i j (1 : ℝ) := by
        simpa only [Matrix.smul_single, smul_eq_mul, mul_one] using
          Matrix.matrix_eq_sum_single A
      calc f (C * A) = f (C * ∑ i, ∑ j, A i j • Matrix.single i j (1 : ℝ)) :=
            congrArg (fun M => f (C * M)) hA
        _ = ∑ i, ∑ j, A i j * f (C * Matrix.single i j 1) := by
            simp only [Matrix.mul_sum, Matrix.mul_smul, map_sum, map_smul, smul_eq_mul]
        _ = trace (G * A) := by
            rw [Finset.sum_comm]
            simp only [Matrix.trace, Matrix.diag_apply, Matrix.mul_apply, G, Matrix.of_apply]
            exact Finset.sum_congr rfl fun j _ => Finset.sum_congr rfl fun i _ => mul_comm _ _
    refine ⟨(1 / 4 : ℝ) • (G + Gᵀ), ?_, fun V => ?_⟩
    · rw [Matrix.transpose_smul, Matrix.transpose_add, Matrix.transpose_transpose, add_comm]
    obtain ⟨W, hW⟩ : ∃ W, W = Cᵀ * S * V := ⟨_, rfl⟩
    have h2 : ∀ T : Matrix ι κ ℝ, Tᵀ * S * C = (Cᵀ * S * T)ᵀ := by
      intro T
      simp only [Matrix.transpose_mul, Matrix.transpose_transpose, hS, Matrix.mul_assoc]
    -- removing the symmetric part leaves an allowed variation
    have h1 : Cᵀ * S * (V - C * ((1 / 2 : ℝ) • (W + Wᵀ))) = W - (1 / 2 : ℝ) • (W + Wᵀ) := by
      rw [Matrix.mul_sub, ← Matrix.mul_assoc (Cᵀ * S) C, hC, Matrix.one_mul, ← hW]
    have h3 := hf (V - C * ((1 / 2 : ℝ) • (W + Wᵀ))) (by
      rw [h2, h1]
      ext a b
      simp only [Matrix.add_apply, Matrix.sub_apply, Matrix.smul_apply,
        Matrix.transpose_apply, Matrix.zero_apply, smul_eq_mul]
      ring)
    rw [map_sub, sub_eq_zero, hG] at h3
    have ha : (1 / 4 : ℝ) • (G + Gᵀ) * Cᵀ * S * V = (1 / 4 : ℝ) • (G + Gᵀ) * W := by
      rw [hW]
      simp only [Matrix.mul_assoc]
    have tt : trace (G * Wᵀ) = trace (Gᵀ * W) := by
      rw [← Matrix.trace_transpose (G * Wᵀ), Matrix.transpose_mul,
        Matrix.transpose_transpose, Matrix.trace_mul_comm W]
    rw [h3, ha]
    simp only [Matrix.smul_mul, Matrix.mul_smul, Matrix.trace_smul, Matrix.add_mul,
      Matrix.mul_add, Matrix.trace_add, smul_eq_mul, tt]
    ring
  · rintro ⟨L, hL, hf⟩ V hV
    rw [hf, response_trace_identity (S' := 0) hS hL (by simpa using hV)]
    simp

end RDMFTGradient
```

The error:

```
Main.lean:35:52: error(lean.synthInstanceFailed): failed to synthesize instance of type class
  HMul (Matrix ι κ ℝ) (Matrix κ κ ℕ) (Matrix ι κ ℝ)

Hint: Type class instance resolution failures can be inspected with the `set_option trace.Meta.synthInstance true` command.
Main.lean:43:33: error(lean.synthInstanceFailed): failed to synthesize instance of type class
  HMul (Matrix ι κ ℝ) (Matrix κ κ ℕ) (Matrix ι κ ℝ)

Hint: Type class instance resolution failures can be inspected with the `set_option trace.Meta.synthInstance true` command.
Main.lean:43:61: error: unsolved goals
ι : Type u_1
κ : Type u_2
inst✝² : Fintype ι
inst✝¹ : Fintype κ
inst✝ : DecidableEq κ
S : Matrix ι ι ℝ
C : Matrix ι κ ℝ
hS : Sᵀ = S
hC : Cᵀ * S * C = 1
f : Matrix ι κ ℝ →ₗ[ℝ] ℝ
hf : ∀ (V : Matrix ι κ ℝ), Vᵀ * S * C + Cᵀ * S * V = 0 → f V = 0
G : Matrix κ κ ℝ := of fun j i => f (C * single i j 1)
A : Matrix κ κ ℝ
hA : A = ∑ i, ∑ j, A i j • single i j 1
⊢ ∑ x, ∑ x_1, A x x_1 * f (C * single x x_1 1) = ∑ i, ∑ j, A i j * f (C * single i j 1)
Main.lean:45:29: error: unsolved goals
ι : Type u_1
κ : Type u_2
inst✝² : Fintype ι
inst✝¹ : Fintype κ
inst✝ : DecidableEq κ
S : Matrix ι ι ℝ
C : Matrix ι κ ℝ
hS : Sᵀ = S
hC : Cᵀ * S * C = 1
f : Matrix ι κ ℝ →ₗ[ℝ] ℝ
hf : ∀ (V : Matrix ι κ ℝ), Vᵀ * S * C + Cᵀ * S * V = 0 → f V = 0
G : Matrix κ κ ℝ := of fun j i => f (C * single i j 1)
A : Matrix κ κ ℝ
hA : A = ∑ i, ∑ j, A i j • single i j 1
⊢ ∑ y, ∑ x, A x y * f (C * single x y 1) = ∑ i, ∑ j, f (C * single j i 1) * A j i
```

Cause. The two `HMul` messages have one cause: the bare `1` in `C * Matrix.single i j 1`. Multiplication here may take factors of different types, so the real entries of `C` do not fix the type of that `1`, and Lean falls back on `ℕ`. It then finds no product of a real matrix with a natural-number matrix.

The two unsolved goals follow from this. In the first, the sides look alike, but the left has a real `1` and the right the faulty product from the `calc` line. In the second, that product stands on the left, and the equally faulty one from `G` on the right.

Writing `(1 : ℝ)` in `G` cures the definition. Replacing the `calc` block by a chain of steps removes the other bare `1`: the intermediate sum is no longer typed by hand but comes from rewriting `hA`, where the `1` is already real. The same lemmas then finish the proof.

The remaining changes, shorter lemma names and a more compact `h2`, are mere tidying.

After these edits no error is left:

```diff
@@ -33,5 +33,5 @@
   · intro hf
     -- G represents the variation within the span of the orbitals
-    let G : Matrix κ κ ℝ := Matrix.of fun j i => f (C * Matrix.single i j 1)
+    let G : Matrix κ κ ℝ := Matrix.of fun j i => f (C * Matrix.single i j (1 : ℝ))
     have hG : ∀ A : Matrix κ κ ℝ, f (C * A) = trace (G * A) := by
       intro A
@@ -39,18 +39,14 @@
         simpa only [Matrix.smul_single, smul_eq_mul, mul_one] using
           Matrix.matrix_eq_sum_single A
-      calc f (C * A) = f (C * ∑ i, ∑ j, A i j • Matrix.single i j (1 : ℝ)) :=
-            congrArg (fun M => f (C * M)) hA
-        _ = ∑ i, ∑ j, A i j * f (C * Matrix.single i j 1) := by
-            simp only [Matrix.mul_sum, Matrix.mul_smul, map_sum, map_smul, smul_eq_mul]
-        _ = trace (G * A) := by
-            rw [Finset.sum_comm]
-            simp only [Matrix.trace, Matrix.diag_apply, Matrix.mul_apply, G, Matrix.of_apply]
-            exact Finset.sum_congr rfl fun j _ => Finset.sum_congr rfl fun i _ => mul_comm _ _
+      refine (congrArg (fun M => f (C * M)) hA).trans ?_
+      simp only [Matrix.mul_sum, Matrix.mul_smul, map_sum, map_smul, smul_eq_mul]
+      rw [Finset.sum_comm]
+      simp only [Matrix.trace, Matrix.diag_apply, Matrix.mul_apply, G, Matrix.of_apply]
+      exact Finset.sum_congr rfl fun j _ => Finset.sum_congr rfl fun i _ => mul_comm _ _
     refine ⟨(1 / 4 : ℝ) • (G + Gᵀ), ?_, fun V => ?_⟩
-    · rw [Matrix.transpose_smul, Matrix.transpose_add, Matrix.transpose_transpose, add_comm]
+    · rw [transpose_smul, transpose_add, transpose_transpose, add_comm]
     obtain ⟨W, hW⟩ : ∃ W, W = Cᵀ * S * V := ⟨_, rfl⟩
-    have h2 : ∀ T : Matrix ι κ ℝ, Tᵀ * S * C = (Cᵀ * S * T)ᵀ := by
-      intro T
-      simp only [Matrix.transpose_mul, Matrix.transpose_transpose, hS, Matrix.mul_assoc]
+    have h2 : ∀ T : Matrix ι κ ℝ, Tᵀ * S * C = (Cᵀ * S * T)ᵀ := fun T => by
+      simp only [transpose_mul, transpose_transpose, hS, Matrix.mul_assoc]
     -- removing the symmetric part leaves an allowed variation
     have h1 : Cᵀ * S * (V - C * ((1 / 2 : ℝ) • (W + Wᵀ))) = W - (1 / 2 : ℝ) • (W + Wᵀ) := by
@@ -60,5 +56,5 @@
       ext a b
       simp only [Matrix.add_apply, Matrix.sub_apply, Matrix.smul_apply,
-        Matrix.transpose_apply, Matrix.zero_apply, smul_eq_mul]
+        transpose_apply, Matrix.zero_apply, smul_eq_mul]
       ring)
     rw [map_sub, sub_eq_zero, hG] at h3
@@ -67,9 +63,8 @@
       simp only [Matrix.mul_assoc]
     have tt : trace (G * Wᵀ) = trace (Gᵀ * W) := by
-      rw [← Matrix.trace_transpose (G * Wᵀ), Matrix.transpose_mul,
-        Matrix.transpose_transpose, Matrix.trace_mul_comm W]
+      rw [← trace_transpose (G * Wᵀ), transpose_mul, transpose_transpose, trace_mul_comm W]
     rw [h3, ha]
-    simp only [Matrix.smul_mul, Matrix.mul_smul, Matrix.trace_smul, Matrix.add_mul,
-      Matrix.mul_add, Matrix.trace_add, smul_eq_mul, tt]
+    simp only [Matrix.smul_mul, Matrix.mul_smul, trace_smul, Matrix.add_mul,
+      Matrix.mul_add, trace_add, smul_eq_mul, tt]
     ring
   · rintro ⟨L, hL, hf⟩ V hV
```
